# For two or more real orbitals, the Kanamori interaction of two opposite-spin electrons is rotation invariant exactly when U' = U − 2J

Two electrons of opposite spin sit in a shell of d degenerate real orbitals. If both are in the same orbital they repel with energy U and can hop as a pair to another orbital with amplitude J. In different orbitals they repel with energy U' and can exchange their spins, again with amplitude J. I was taught that U' = U − 2J makes this interaction independent of the choice of orbitals, and that the pair energies are then U − 3J, U − J and U + (d−1)J. Can both statements be made rigorous and machine-checked, including that no other energies occur and no other U' works?

## Pair states as matrices, with three energies

Yes, for two or more orbitals. Write the pair state as

Σ_ij X_ij c†_i↑ c†_j↓ |0⟩

with a real matrix X. The interaction K acts on the amplitudes by

(KX)_ii = U X_ii + J Σ_{k≠i} X_kk

(KX)_ij = U' X_ij + J X_ji for i ≠ j.

Compare this with U'X + J Xᵀ + J Tr(X) 1. The off-diagonal entries agree. On the diagonal, that expression has U' + 2J in front of X_ii where K has U. Hence

KX = U'X + J Xᵀ + J Tr(X) 1 + (U − U' − 2J) diag(X).

Now set U' = U − 2J, so the last term vanishes. An antisymmetric X (triplet) has zero trace and energy U − 2J − J = U − 3J. A symmetric traceless X (singlet) has U − 2J + J = U − J. The identity, also a singlet, has U − 2J + J + dJ = U + (d−1)J.

For completeness, suppose KX = EX. The trace gives

(U + (d−1)J − E) Tr X = 0.

If E is not the third energy, Tr X = 0. Subtracting and adding the equations for X_ij and X_ji then gives

(U − 3J − E)(X_ij − X_ji) = 0

(U − J − E)(X_ij + X_ji) = 0.

If E also differs from the other two energies, X = 0.

An orthogonal change of orbitals R sends X to RXRᵀ. This preserves the trace and the identity and commutes with transposition, so K at U' = U − 2J commutes with it. Conversely, let D have a single 1 at position (i,i), meaning orbital i is doubly occupied. Then KD = (U − J)D + J 1. Take v = e_i + 2e_j and the reflection R = 1 − (2/5)vvᵀ, for which R_ii = 3/5 and R_ji = −4/5. The (i,j) entry of K(RDRᵀ) = R(KD)Rᵀ is

−(12/25)(U' + J) = −(12/25)(U − J),

which forces U' = U − 2J.

In the Lean file, the finite type `n` labels the orbitals, `Fintype.card n` is d, and `kanamori U U' J X` is KX with three independent real parameters. The entrywise rule is the definition; it is not derived there from a second-quantised Hamiltonian. It idealises the Coulomb integrals to one U, one U' and one J for all orbitals, with exchange and pair hopping equal, as for real orbitals.

`[Nontrivial n]` means at least two orbitals; with only one, U' never enters. The condition `R * Rᵀ = 1` admits every real orthogonal mixing, which for five d orbitals is more than the rotations of space. Taking X real loses no energies: K is real and symmetric, so its eigenvalues are real, and the real and imaginary parts of a complex eigenstate each satisfy the same equation. States are not normalised: the unit-norm version of the identity is 1/√d times it. One-body terms, other electron numbers and parallel spins are not covered.

```lean
import Mathlib

open Matrix Finset

namespace KanamoriPair

noncomputable section

variable {n : Type*} [Fintype n] [DecidableEq n]

/-- The Kanamori interaction on the amplitudes `X i j` of an up electron in orbital `i` and a
down electron in orbital `j`: repulsions `U` (same orbital) and `U'` (different orbitals), with
spin exchange and pair hopping of strength `J`. -/
def kanamori (U U' J : ℝ) (X : Matrix n n ℝ) : Matrix n n ℝ :=
  Matrix.of fun i j =>
    if i = j then U * X i i + J * ∑ k ∈ univ.erase i, X k k
    else U' * X i j + J * X j i

/-- For arbitrary `U`, `U'`, `J` the interaction is a combination of `X`, its transpose, its trace
times the identity, and its diagonal part, the last with weight `U - U' - 2J`. -/
theorem kanamori_eq (U U' J : ℝ) (X : Matrix n n ℝ) :
    kanamori U U' J X = U' • X + J • Xᵀ + (J * X.trace) • (1 : Matrix n n ℝ)
      + (U - U' - 2 * J) • Matrix.diagonal X.diag := by
  ext i j
  by_cases h : i = j
  · subst h
    -- split the trace into the orbital `i` and all others
    have ht : X.trace = X i i + ∑ k ∈ univ.erase i, X k k :=
      (Finset.add_sum_erase univ (fun k => X k k) (mem_univ i)).symm
    simp [kanamori, ht]
    ring
  · simp [kanamori, h]

/-- At `U' = U - 2J` the interaction is `X ↦ U' X + J Xᵀ + J Tr(X) 1`. -/
theorem kanamori_compact (U J : ℝ) (X : Matrix n n ℝ) :
    kanamori U (U - 2 * J) J X
      = (U - 2 * J) • X + J • Xᵀ + (J * X.trace) • (1 : Matrix n n ℝ) := by
  rw [kanamori_eq]
  module

/-- At `U' = U - 2J`, antisymmetric orbital pair states have interaction energy `U - 3J`. -/
theorem kanamori_antisymm (U J : ℝ) {X : Matrix n n ℝ} (hX : Xᵀ = -X) :
    kanamori U (U - 2 * J) J X = (U - 3 * J) • X := by
  have ht : X.trace = 0 := by
    have h := Matrix.trace_transpose X
    rw [hX, Matrix.trace_neg] at h
    linarith
  rw [kanamori_compact, hX, ht]
  module

/-- At `U' = U - 2J`, symmetric traceless orbital pair states have interaction energy `U - J`. -/
theorem kanamori_symm_traceless (U J : ℝ) {X : Matrix n n ℝ} (hX : Xᵀ = X)
    (ht : X.trace = 0) : kanamori U (U - 2 * J) J X = (U - J) • X := by
  rw [kanamori_compact, hX, ht]
  module

/-- At `U' = U - 2J`, the sum of all doubly occupied orbital states with equal amplitudes (the
identity matrix) has interaction energy `U + (d - 1) J`, where `d` is the number of orbitals. -/
theorem kanamori_one (U J : ℝ) :
    kanamori U (U - 2 * J) J (1 : Matrix n n ℝ)
      = (U + ((Fintype.card n : ℝ) - 1) * J) • (1 : Matrix n n ℝ) := by
  rw [kanamori_compact, Matrix.transpose_one, Matrix.trace_one]
  module

/-- For two or more orbitals and `U' = U - 2J`, the eigenvalues of the interaction are exactly
`U - 3J`, `U - J` and `U + (d - 1) J`. -/
theorem kanamori_spectrum [Nontrivial n] (U J E : ℝ) :
    (∃ X : Matrix n n ℝ, X ≠ 0 ∧ kanamori U (U - 2 * J) J X = E • X) ↔
      E = U - 3 * J ∨ E = U - J ∨ E = U + ((Fintype.card n : ℝ) - 1) * J := by
  constructor
  · rintro ⟨X, hX0, hX⟩
    by_contra hne
    simp only [not_or] at hne
    obtain ⟨h1, h2, h3⟩ := hne
    rw [kanamori_compact] at hX
    -- the trace of the eigenvalue equation removes the identity component
    have ht : X.trace = 0 := by
      have h := congrArg Matrix.trace hX
      simp only [Matrix.trace_add, Matrix.trace_smul, Matrix.trace_transpose,
        Matrix.trace_one, smul_eq_mul] at h
      have h' : (U + ((Fintype.card n : ℝ) - 1) * J - E) * X.trace = 0 := by
        linear_combination h
      exact (mul_eq_zero.mp h').resolve_left (sub_ne_zero.mpr (Ne.symm h3))
    rw [ht, mul_zero, zero_smul, add_zero] at hX
    have hent : ∀ a b, (U - 2 * J) * X a b + J * X b a = E * X a b := by
      intro a b
      have h := congrArg (fun M : Matrix n n ℝ => M a b) hX
      simpa only [Matrix.add_apply, Matrix.smul_apply, Matrix.transpose_apply,
        smul_eq_mul] using h
    -- the antisymmetric and symmetric parts vanish separately
    apply hX0
    ext a b
    have hs : (U - 3 * J - E) * (X a b - X b a) = 0 := by
      linear_combination hent a b - hent b a
    have hp : (U - J - E) * (X a b + X b a) = 0 := by
      linear_combination hent a b + hent b a
    have hs' := (mul_eq_zero.mp hs).resolve_left (sub_ne_zero.mpr (Ne.symm h1))
    have hp' := (mul_eq_zero.mp hp).resolve_left (sub_ne_zero.mpr (Ne.symm h2))
    rw [Matrix.zero_apply]
    linarith
  · obtain ⟨i, j, hij⟩ := exists_pair_ne n
    let p : n → ℝ := fun k => if k = i then 1 else 0
    let q : n → ℝ := fun k => if k = j then 1 else 0
    have hpi : p i = 1 := by simp [p]
    have hqj : q j = 1 := by simp [q]
    have hpj : p j = 0 := by simp [p, hij.symm]
    have hpq : ∀ k, p k * q k + q k * p k = 0 := by
      intro k
      by_cases hk : k = i
      · simp [p, q, hk, hij]
      · simp [p, hk]
    rintro (rfl | rfl | rfl)
    · refine ⟨Matrix.of fun a b => p a * q b - q a * p b, ?_, kanamori_antisymm U J ?_⟩
      · intro h
        have h' := congrArg (fun M : Matrix n n ℝ => M i j) h
        simp only [Matrix.of_apply, Matrix.zero_apply, hpi, hqj, hpj] at h'
        norm_num at h'
      · ext a b
        simp only [Matrix.transpose_apply, Matrix.of_apply, Matrix.neg_apply]
        ring
    · refine ⟨Matrix.of fun a b => p a * q b + q a * p b, ?_,
        kanamori_symm_traceless U J ?_ ?_⟩
      · intro h
        have h' := congrArg (fun M : Matrix n n ℝ => M i j) h
        simp only [Matrix.of_apply, Matrix.zero_apply, hpi, hqj, hpj] at h'
        norm_num at h'
      · ext a b
        simp only [Matrix.transpose_apply, Matrix.of_apply]
        ring
      · exact Finset.sum_eq_zero fun k _ => hpq k
    · exact ⟨1, one_ne_zero, kanamori_one U J⟩

/-- For any two distinct orbitals there is an orthogonal change of orbitals that sends the first
to a state with amplitudes `3/5` on itself and `-4/5` on the second. -/
theorem exists_orbital_mixing {i j : n} (hij : i ≠ j) :
    ∃ R : Matrix n n ℝ, R * Rᵀ = 1 ∧ R i i = 3 / 5 ∧ R j i = -4 / 5 := by
  obtain ⟨v, hv⟩ : ∃ v : n → ℝ,
      v = fun k => (if k = i then 1 else 0) + (if k = j then 2 else 0) := ⟨_, rfl⟩
  have hvi : v i = 1 := by simp [hv, hij]
  have hvj : v j = 2 := by simp [hv, hij.symm]
  have hsum : ∑ k, v k * v k = 5 := by
    have h : ∀ k, v k * v k = (if k = i then (1 : ℝ) else 0) + (if k = j then 4 else 0) := by
      intro k
      by_cases hk : k = i
      · subst hk
        simp [hvi, hij]
      · by_cases hk' : k = j
        · subst hk'
          simp only [hvj, if_neg hk, if_true]
          norm_num
        · simp [hv, hk, hk']
    simp only [h, Finset.sum_add_distrib, Finset.sum_ite_eq', mem_univ, if_true]
    norm_num
  obtain ⟨P, hP⟩ : ∃ P : Matrix n n ℝ, P = Matrix.of fun a b => v a * v b := ⟨_, rfl⟩
  have hPT : Pᵀ = P := by
    ext a b
    simp only [hP, Matrix.transpose_apply, Matrix.of_apply]
    ring
  have hPP : P * P = (5 : ℝ) • P := by
    ext a b
    simp only [hP, Matrix.mul_apply, Matrix.of_apply, Matrix.smul_apply, smul_eq_mul]
    rw [← hsum, Finset.sum_mul]
    exact Finset.sum_congr rfl fun k _ => by ring
  -- reflection in the hyperplane orthogonal to `v`
  refine ⟨1 - (2 / 5 : ℝ) • P, ?_, ?_, ?_⟩
  · rw [Matrix.transpose_sub, Matrix.transpose_smul, Matrix.transpose_one, hPT]
    simp only [Matrix.mul_sub, Matrix.sub_mul, Matrix.smul_mul, Matrix.mul_smul,
      Matrix.one_mul, Matrix.mul_one, hPP]
    module
  · simp only [Matrix.sub_apply, Matrix.smul_apply, Matrix.one_apply_eq, hP,
      Matrix.of_apply, hvi, smul_eq_mul]
    norm_num
  · simp only [Matrix.sub_apply, Matrix.smul_apply, Matrix.one_apply_ne hij.symm, hP,
      Matrix.of_apply, hvi, hvj, smul_eq_mul]
    norm_num

/-- For two or more orbitals, the interaction commutes with every orthogonal change of orbitals
if and only if `U' = U - 2J`. -/
theorem kanamori_rotation_invariant_iff [Nontrivial n] (U U' J : ℝ) :
    (∀ R : Matrix n n ℝ, R * Rᵀ = 1 → ∀ X : Matrix n n ℝ,
      kanamori U U' J (R * X * Rᵀ) = R * kanamori U U' J X * Rᵀ) ↔ U' = U - 2 * J := by
  constructor
  · intro h
    obtain ⟨i, j, hij⟩ := exists_pair_ne n
    obtain ⟨R, hR, hii, hji⟩ := exists_orbital_mixing hij
    -- test on the state with orbital `i` doubly occupied
    obtain ⟨w, hw⟩ : ∃ w : n → ℝ, w = fun k => if k = i then 1 else 0 := ⟨_, rfl⟩
    have hws : ∑ k, w k = 1 := by simp [hw]
    have hK : kanamori U U' J (Matrix.diagonal w)
        = (U - J) • Matrix.diagonal w + J • (1 : Matrix n n ℝ) := by
      rw [kanamori_eq, Matrix.diagonal_transpose, Matrix.diag_diagonal,
        Matrix.trace_diagonal, hws]
      module
    have hY : ∀ a b, (R * Matrix.diagonal w * Rᵀ) a b = R a i * R b i := by
      intro a b
      rw [Matrix.mul_apply]
      simp [Matrix.mul_diagonal, hw]
    have h1 : kanamori U U' J (R * Matrix.diagonal w * Rᵀ) i j
        = (R * kanamori U U' J (Matrix.diagonal w) * Rᵀ) i j := by
      rw [h R hR]
    have h2 : ∀ Y : Matrix n n ℝ, kanamori U U' J Y i j = U' * Y i j + J * Y j i := by
      intro Y
      simp [kanamori, hij]
    rw [h2, hK] at h1
    simp only [Matrix.mul_add, Matrix.add_mul, Matrix.mul_smul, Matrix.smul_mul,
      Matrix.mul_one, hR, Matrix.add_apply, Matrix.smul_apply, smul_eq_mul, hY,
      Matrix.one_apply_ne hij, hii, hji] at h1
    linarith
  · rintro rfl R hR X
    -- transpose and trace are compatible with orthogonal conjugation
    have hT : (R * X * Rᵀ)ᵀ = R * Xᵀ * Rᵀ := by
      simp only [Matrix.transpose_mul, Matrix.transpose_transpose, Matrix.mul_assoc]
    have htr : (R * X * Rᵀ).trace = X.trace := by
      rw [Matrix.trace_mul_cycle, mul_eq_one_comm.mp hR, Matrix.one_mul]
    rw [kanamori_compact, kanamori_compact, hT, htr]
    simp only [Matrix.mul_add, Matrix.add_mul, Matrix.mul_smul, Matrix.smul_mul,
      Matrix.mul_one, hR]

end

end KanamoriPair
```

```lean
#print axioms KanamoriPair.kanamori_spectrum
#print axioms KanamoriPair.kanamori_rotation_invariant_iff
```

```
'KanamoriPair.kanamori_spectrum' depends on axioms: [propext, Classical.choice, Quot.sound]
'KanamoriPair.kanamori_rotation_invariant_iff' depends on axioms: [propext, Classical.choice, Quot.sound]
```

`kanamori_eq` proves the general formula by separating i = j from i ≠ j and splitting X_ii off the trace. `kanamori_compact` specialises it, and the next three lemmas substitute the symmetry of X.

In `kanamori_spectrum`, the forward direction assumes that E is none of the three values; `ht` is the resulting Tr X = 0, and `hs` and `hp` are the difference and sum equations above. For the converse, the vectors `p` and `q` mark two distinct orbitals and build an antisymmetric and a symmetric traceless state (unit norm after division by √2); the identity supplies the third.

`exists_orbital_mixing` constructs the reflection, using (vvᵀ)² = 5vvᵀ for orthogonality. `kanamori_rotation_invariant_iff` applies it to `Matrix.diagonal w`, which is D, and `linarith` solves the (i,j) entry for U'. Its reverse direction uses `hT` and `htr`, the behaviour of transpose and trace under R.

For a multi-orbital Hubbard model, this means that in the two-electron, opposite-spin sector the choice U' = U − 2J makes the on-site interaction the same operator whichever real orthonormal orbitals of the shell are used to write it. For any other U', the same rule written in different orbitals can give a different operator, although the two operators, at the same U, U' and J, have the same energies as each other.
